# Local magnetic stability of the disordered Ising state in the square approximation

At infinite temperature all 16 spin configurations of a square have probability 1/16. Perturb them with a magnetisation $m$ and a three-spin correlation $t$. The second derivative of the square-approximation free energy per site, divided by $kT$, then has three parts: $4m^2+4t^2$ from squares, $-4m^2$ from pairs and $m^2$ from single sites. The total, $m^2+4t^2$, is positive, but the pair part is negative.

Now let coupling make an aligned square $r$ times as probable as one with a single reversed spin, and an alternating square $r$ times less probable. At $r=9$, in the direction $(m,t)=(5,4)$, the three parts add to $-5/27$, so the disordered state has become unstable. The problems below locate the change.

## The model and its notation

```lean
import Mathlib

namespace SquareClusterVariation

noncomputable section
```

A `SquareFn` assigns a real number to four spins in cyclic order. It can hold probabilities $z_{ijkl}$ or a perturbation $d_{ijkl}$, so positivity and normalisation are stated separately.

```lean
/-- A real function of the four spins met in cyclic order around a square. -/
abbrev SquareFn := Bool → Bool → Bool → Bool → ℝ

/-- The Ising spin value, plus or minus one. -/
def spin : Bool → ℝ
  | true => 1
  | false => -1
```

The pair and point marginals are $y_{ij}=\sum_{kl}z_{ijkl}$ and $x_i=\sum_j y_{ij}$.

```lean
/-- The nearest-neighbour pair marginal of a square function. -/
def pair (z : SquareFn) (i j : Bool) : ℝ := ∑ k, ∑ l, z i j k l

/-- The single-site marginal of a square function. -/
def point (z : SquareFn) (i : Bool) : ℝ := ∑ j, pair z i j
```

With $K=J/kT$, where $J$ is the nearest-neighbour coupling, the postulated free energy per site over $kT$ is
$$F=-2K\langle ss'\rangle+\sum z\log z-2\sum y\log y+\sum x\log x .$$
Its entropy corrects for the overlaps of squares on the square lattice and is approximate. One edge represents all bonds, which suits rotation-invariant $z$.

```lean
/-- The square-approximation free energy per site divided by `kT`, with `K = J/kT`. -/
def freeEnergy (K : ℝ) (z : SquareFn) : ℝ :=
  -2 * K * (∑ i, ∑ j, spin i * spin j * pair z i j)
    + (∑ i, ∑ j, ∑ k, ∑ l, z i j k l * Real.log (z i j k l))
    - 2 * (∑ i, ∑ j, pair z i j * Real.log (pair z i j))
    + ∑ i, point z i * Real.log (point z i)

/-- The straight line through `z` with direction `d`. -/
def line (z d : SquareFn) (u : ℝ) (i j k l : Bool) : ℝ := z i j k l + u * d i j k l
```

Two expressions await identification in (d).

```lean
/-- The first-variation formula at `z` in the direction `d`. -/
def slope (K : ℝ) (z d : SquareFn) : ℝ :=
  -2 * K * (∑ i, ∑ j, spin i * spin j * pair d i j)
    + (∑ i, ∑ j, ∑ k, ∑ l, d i j k l * (Real.log (z i j k l) + 1))
    - 2 * (∑ i, ∑ j, pair d i j * (Real.log (pair z i j) + 1))
    + ∑ i, point d i * (Real.log (point z i) + 1)

/-- The second-variation formula at `z` in the direction `d`. -/
def curvature (z d : SquareFn) : ℝ :=
  (∑ i, ∑ j, ∑ k, ∑ l, d i j k l ^ 2 / z i j k l)
    - 2 * (∑ i, ∑ j, pair d i j ^ 2 / pair z i j)
    + ∑ i, point d i ^ 2 / point z i
```

The disordered state has the weights described above, with scale $b$ (`bWeight`). Squares with two adjacent reversed spins also have weight $b$.

```lean
/-- The weight `b` of a square with one reversed spin. -/
def bWeight (r : ℝ) : ℝ := r / (2 * (r ^ 2 + 6 * r + 1))

/-- The disordered state: weight `r b` for aligned, `b / r` for alternating, `b` for other squares. -/
def disordered (r : ℝ) (i j k l : Bool) : ℝ :=
  if i = j ∧ j = k ∧ k = l then r * bWeight r
  else if i = k ∧ j = l then bWeight r / r else bWeight r
```

The perturbation `oddDir` changes sign when all spins flip. The last definition is a quadratic form $S_r(m,t)$.

```lean
/-- The perturbation with magnetisation `m` and three-spin correlation `t`. -/
def oddDir (m t : ℝ) (i j k l : Bool) : ℝ :=
  (m * (spin i + spin j + spin k + spin l) + t * (spin i * spin j * spin k
    + spin j * spin k * spin l + spin k * spin l * spin i + spin l * spin i * spin j)) / 16

/-- The magnetic stability form of the square approximation. -/
def stabilityForm (r m t : ℝ) : ℝ :=
  (m + t) ^ 2 / (8 * r * bWeight r) + (m - t) ^ 2 / (8 * bWeight r)
    - m ^ 2 / (bWeight r * (r + 3)) + m ^ 2
```

## (a) Marginals along a line

Show that along $z+ud$ the marginals are $y_{ij}+u\,y^d_{ij}$ and $x_i+u\,x^d_i$, where the superscript marks marginals of $d$.

**Solution.** Marginals are finite sums, hence linear. Lean expands the sums and uses `ring`.

```lean
/-- Pair and point marginals vary linearly along a line. -/
theorem marginals_line (z d : SquareFn) (u : ℝ) :
    (∀ i j, pair (line z d u) i j = pair z i j + u * pair d i j) ∧
    (∀ i, point (line z d u) i = point z i + u * point d i) := by
  constructor
  · intro i j
    simp only [pair, line, Fintype.sum_bool]
    ring
  · intro i
    simp only [point, pair, line, Fintype.sum_bool]
    ring
```

## (b) A probability changing at constant rate

Show that $\frac{d}{du}(p+ud)=d$ for real $p,d$.

**Solution.** The constant drops out and $u$ has derivative 1.

```lean
/-- The function `p + u * d` of the real variable `u` has derivative `d` at every point. -/
theorem hasDerivAt_affine (p d s : ℝ) : HasDerivAt (fun u : ℝ => p + u * d) d s :=
  (((hasDerivAt_id' s).mul_const d).const_add p).congr_deriv (one_mul d)
```

## (c) One entropy term

Let $q=p+ud>0$ at the point considered. Show that
$$(q\log q)'=d(\log q+1),\qquad [d(\log q+1)]'=d^2/q .$$

**Solution.** The product rule gives $d\log q+q\,(d/q)$. Differentiating the logarithm once more gives $d\cdot d/q$.

```lean
/-- First and second derivatives of an entropy term `p log p` along a line. -/
theorem entropyTerm (p d s : ℝ) (h : 0 < p + s * d) :
    HasDerivAt (fun u : ℝ => (p + u * d) * Real.log (p + u * d))
      (d * (Real.log (p + s * d) + 1)) s ∧
    HasDerivAt (fun u : ℝ => d * (Real.log (p + u * d) + 1)) (d ^ 2 / (p + s * d)) s := by
  have h1 := hasDerivAt_affine p d s
  have h2 := h1.log h.ne'
  constructor
  · refine HasDerivAt.congr_deriv (h1.fun_mul h2) ?_
    have e : (p + s * d) * (d / (p + s * d)) = d := by
      have := h.ne'
      field_simp
    show d * Real.log (p + s * d) + (p + s * d) * (d / (p + s * d)) = _
    linear_combination e
  · refine HasDerivAt.congr_deriv ((h2.add_const 1).const_mul d) ?_
    show d * (d / (p + s * d)) = _
    ring
```

## (d) Slope and curvature of the free energy

Where all square weights are positive, show that
$$F'=\texttt{slope},\qquad F''=\sum\frac{d^2}{z}-2\sum\frac{(y^d)^2}{y}+\sum\frac{(x^d)^2}{x}.$$

**Solution.** Positive squares have positive marginals, so (c) applies to every term. The energy is linear in $u$ and contributes only to $F'$. Lean's `HasDerivAt` states each derivative at a given point, and `HasDerivAt.fun_sum` adds the terms.

```lean
/-- Where all square weights are positive, `slope` and `curvature` are the first and second
derivatives of the free energy along a line. -/
theorem freeEnergy_derivatives (K : ℝ) (z d : SquareFn) (s : ℝ)
    (h : ∀ i j k l, 0 < line z d s i j k l) :
    HasDerivAt (fun u => freeEnergy K (line z d u)) (slope K (line z d s) d) s ∧
    HasDerivAt (fun u => slope K (line z d u) d) (curvature (line z d s) d) s := by
  have hp := fun u => (marginals_line z d u).1
  have hq := fun u => (marginals_line z d u).2
  have hy' : ∀ i j, 0 < pair (line z d s) i j := fun i j =>
    Finset.sum_pos (fun k _ => Finset.sum_pos (fun l _ => h i j k l)
      Finset.univ_nonempty) Finset.univ_nonempty
  have hx : ∀ i, 0 < point z i + s * point d i := fun i => by
    rw [← hq]
    exact Finset.sum_pos (fun j _ => hy' i j) Finset.univ_nonempty
  have hy : ∀ i j, 0 < pair z i j + s * pair d i j := fun i j => by
    rw [← hp]
    exact hy' i j
  simp only [freeEnergy, slope, curvature, hp, hq]
  simp only [line] at h ⊢
  constructor
  · refine HasDerivAt.fun_add (HasDerivAt.fun_sub (HasDerivAt.fun_add ?_ ?_) ?_) ?_
    · exact HasDerivAt.const_mul _ (HasDerivAt.fun_sum fun i _ => HasDerivAt.fun_sum fun j _ =>
        HasDerivAt.const_mul _ (hasDerivAt_affine _ _ _))
    · exact HasDerivAt.fun_sum fun i _ => HasDerivAt.fun_sum fun j _ => HasDerivAt.fun_sum
        fun k _ => HasDerivAt.fun_sum fun l _ => (entropyTerm _ _ _ (h i j k l)).1
    · exact HasDerivAt.const_mul _ (HasDerivAt.fun_sum fun i _ => HasDerivAt.fun_sum fun j _ =>
        (entropyTerm _ _ _ (hy i j)).1)
    · exact HasDerivAt.fun_sum fun i _ => (entropyTerm _ _ _ (hx i)).1
  · refine HasDerivAt.fun_add (HasDerivAt.fun_sub (HasDerivAt.const_add _ ?_) ?_) ?_
    · exact HasDerivAt.fun_sum fun i _ => HasDerivAt.fun_sum fun j _ => HasDerivAt.fun_sum
        fun k _ => HasDerivAt.fun_sum fun l _ => (entropyTerm _ _ _ (h i j k l)).2
    · exact HasDerivAt.const_mul _ (HasDerivAt.fun_sum fun i _ => HasDerivAt.fun_sum fun j _ =>
        (entropyTerm _ _ _ (hy i j)).2)
    · exact HasDerivAt.fun_sum fun i _ => (entropyTerm _ _ _ (hx i)).2
```

## (e) Marginals of the disordered state

For $r>0$, show that all weights are positive and
$$y_{ii}=b(r+3),\qquad y_{i\ne j}=b(3r+1)/r,\qquad x_i=\tfrac12 .$$

**Solution.** An aligned pair can be completed to one aligned square and three of weight $b$. An opposite pair can be completed to one alternating square and three of weight $b$. Their sum is $b(r^2+6r+1)/r=1/2$. Lean checks the spin cases.

```lean
/-- For `r > 0`, the disordered state has positive weights, the stated pair probabilities, and equal
probabilities of up and down spins. -/
theorem disordered_marginals {r : ℝ} (hr : 0 < r) :
    0 < bWeight r ∧ (∀ i j k l, 0 < disordered r i j k l) ∧
    (∀ i j, pair (disordered r) i j =
      if i = j then bWeight r * (r + 3) else bWeight r * (3 * r + 1) / r) ∧
    (∀ i, point (disordered r) i = 1 / 2) := by
  have hb : 0 < bWeight r := by unfold bWeight; positivity
  have hpair : ∀ i j, pair (disordered r) i j =
      if i = j then bWeight r * (r + 3) else bWeight r * (3 * r + 1) / r := by
    intro i j
    have e : bWeight r * (3 * r + 1) / r = 3 * bWeight r + bWeight r / r := by
      linear_combination (3 * bWeight r) * mul_inv_cancel₀ hr.ne'
    rw [e]
    cases i <;> cases j <;> simp [pair, disordered] <;> ring1
  refine ⟨hb, ?_, hpair, ?_⟩
  · intro i j k l
    unfold disordered
    split_ifs <;> positivity
  · intro i
    have e : bWeight r * (r + 3) + bWeight r * (3 * r + 1) / r = 1 / 2 := by
      have hD : r ^ 2 + 6 * r + 1 ≠ 0 := by positivity
      unfold bWeight
      field_simp
      all_goals ring
    rw [← e]
    cases i <;> simp [point, hpair, add_comm]
```

## (f) Stationarity fixes the temperature

Assume $e^{2K}=(3r+1)/(r+3)$. Show that $F'=0$ at the disordered state for every rotation-invariant $d$ with $\sum d=0$.

**Solution.** Let $P$ be the total change of the aligned-pair probabilities; opposite pairs change by $-P$. Constants, $\log b$ and $\log 2$ multiply $\sum d=0$. Let $A$ and $C$ be the total changes of the aligned and alternating squares. Rotation invariance gives $A-C=P-(-P)=2P$, so squares contribute $2P\log r$. Energy contributes $-4KP$, and pairs contribute $-2P[\log(r+3)-\log(3r+1)+\log r]$. Hence
$$F'=2P\left[\log\frac{3r+1}{r+3}-2K\right]=0 .$$
In Lean, `hrot` reduces the sixteen values of $d$ to six, and `linear_combination` uses the normalisation. The assumed relation covers $1/3<e^{2K}<3$.

```lean
/-- If `exp(2J/kT) = (3r+1)/(r+3)`, the free energy is stationary at the disordered state for
every rotation-invariant perturbation that preserves normalisation. -/
theorem disordered_stationary {K r : ℝ} (hr : 0 < r)
    (hK : Real.exp (2 * K) = (3 * r + 1) / (r + 3)) (d : SquareFn)
    (hrot : ∀ i j k l, d i j k l = d j k l i) (hsum : ∑ i, ∑ j, ∑ k, ∑ l, d i j k l = 0) :
    HasDerivAt (fun u => freeEnergy K (line (disordered r) d u)) 0 0 := by
  obtain ⟨hb, hpos, hpair, hpoint⟩ := disordered_marginals hr
  have h0 : line (disordered r) d 0 = disordered r := by
    funext i j k l
    simp [line]
  have h := (freeEnergy_derivatives K (disordered r) d 0 (by rw [h0]; exact hpos)).1
  rw [h0] at h
  refine h.congr_deriv ?_
  have hK' : K = (Real.log (3 * r + 1) - Real.log (r + 3)) / 2 := by
    have e := congrArg Real.log hK
    rw [Real.log_exp, Real.log_div (by positivity) (by positivity)] at e
    linarith
  -- logarithms of the square, pair and point probabilities
  have hlz : ∀ i j k l, Real.log (disordered r i j k l) = Real.log (bWeight r) +
      (if i = j ∧ j = k ∧ k = l then Real.log r
        else if i = k ∧ j = l then -Real.log r else 0) := by
    intro i j k l
    unfold disordered
    split_ifs
    · rw [Real.log_mul hr.ne' hb.ne']; ring
    · rw [Real.log_div hb.ne' hr.ne']; ring
    · ring
  have hly : ∀ i j, Real.log (pair (disordered r) i j) = Real.log (bWeight r) +
      (if i = j then Real.log (r + 3) else Real.log (3 * r + 1) - Real.log r) := by
    intro i j
    rw [hpair]
    split_ifs
    · rw [Real.log_mul hb.ne' (by positivity)]
    · rw [Real.log_div (by positivity) hr.ne', Real.log_mul hb.ne' (by positivity)]; ring
  have hlx : ∀ i, Real.log (point (disordered r) i) = -Real.log 2 := by
    intro i
    rw [hpoint, one_div, Real.log_inv]
  -- rotations identify the square configurations
  have a1 : d false true true true = d true true true false := hrot _ _ _ _
  have a2 : d true false true true = d true true true false := (hrot _ _ _ _).trans a1
  have a3 : d true true false true = d true true true false := (hrot _ _ _ _).trans a2
  have b1 : d true false false false = d false false false true := hrot _ _ _ _
  have b2 : d false true false false = d false false false true := (hrot _ _ _ _).trans b1
  have b3 : d false false true false = d false false false true := (hrot _ _ _ _).trans b2
  have c1 : d false true true false = d true true false false := hrot _ _ _ _
  have c2 : d false false true true = d true true false false := (hrot _ _ _ _).trans c1
  have c3 : d true false false true = d true true false false := (hrot _ _ _ _).trans c2
  have e1 : d false true false true = d true false true false := hrot _ _ _ _
  simp only [Fintype.sum_bool, a1, a2, a3, b1, b2, b3, c1, c2, c3, e1] at hsum
  rw [hK']
  simp only [slope, hlz, hly, hlx]
  simp only [point, pair, Fintype.sum_bool, spin, reduceCtorEq, and_true, and_false,
    if_true, if_false, a1, a2, a3, b1, b2, b3, c1, c2, c3, e1]
  linear_combination (-Real.log (bWeight r) + Real.log r - Real.log (r + 3)
    - Real.log (3 * r + 1) - Real.log 2) * hsum
```

## (g) Curvature in the magnetic direction

Show that for `oddDir`
$$F''=S_r(m,t)=\frac{(m+t)^2}{8rb}+\frac{(m-t)^2}{8b}-\frac{m^2}{b(r+3)}+m^2 .$$

**Solution.** The two aligned squares change by $\pm(m+t)/4$, the eight with one odd spin by $\pm(m-t)/8$, and the rest by zero. Aligned pairs and single sites change by $\pm m/2$, opposite pairs by zero. Insert these in (d). Lean computes the same marginals as `hy` and `hx`.

```lean
/-- The curvature at the disordered state in the direction `(m, t)` is the stability form. -/
theorem curvature_eq_stabilityForm {r : ℝ} (hr : 0 < r) (m t : ℝ) :
    curvature (disordered r) (oddDir m t) = stabilityForm r m t := by
  obtain ⟨hb, -, hpair, hpoint⟩ := disordered_marginals hr
  have hy : ∀ i j, pair (oddDir m t) i j = m * (spin i + spin j) / 4 := by
    intro i j
    simp only [pair, oddDir, Fintype.sum_bool, spin]
    ring
  have hx : ∀ i, point (oddDir m t) i = m * spin i / 2 := by
    intro i
    simp only [point, hy, Fintype.sum_bool, spin]
    ring
  have hb' := hb.ne'
  have h3 : r + 3 ≠ 0 := by positivity
  simp only [curvature, hy, hx, hpair, hpoint]
  simp only [Fintype.sum_bool, disordered, oddDir, spin, reduceCtorEq, and_true, and_false,
    if_true, if_false, stabilityForm]
  field_simp
  all_goals ring
```

## (h) Positive definiteness

For $r>0$, show that $S_r(m,t)>0$ for all $(m,t)\ne(0,0)$ if and only if $r<4+\sqrt{17}$.

**Solution.** Insert $b=r/[2(r^2+6r+1)]$ and complete the square in $t$:
$$S_r=\frac{r^2+6r+1}{4r^2(1+r)}\,[(1+r)t+(1-r)m]^2+\frac{1+8r-r^2}{r(1+r)(r+3)}\,m^2 .$$
The choice $(m,t)=(1+r,r-1)$ removes the square, so $1+8r-r^2>0$ is necessary. It is sufficient because at $m=0$ the square is positive for $t\ne0$. The positive root is $4+\sqrt{17}$. Lean's `key` is this identity with a common factor taken out.

```lean
/-- For `r > 0`, the magnetic stability form is positive definite exactly when `r < 4 + √17`. -/
theorem stabilityForm_posDef_iff {r : ℝ} (hr : 0 < r) :
    (∀ m t : ℝ, m ≠ 0 ∨ t ≠ 0 → 0 < stabilityForm r m t) ↔ r < 4 + √17 := by
  have hs : √17 ^ 2 = (17 : ℝ) := Real.sq_sqrt (by norm_num)
  have hs0 : 0 ≤ √(17 : ℝ) := Real.sqrt_nonneg _
  have hs4 : 4 < √(17 : ℝ) := by nlinarith
  obtain ⟨p, hp⟩ : ∃ p, p = (r ^ 2 + 6 * r + 1) / (4 * r ^ 2 * (1 + r)) := ⟨_, rfl⟩
  obtain ⟨g, hg⟩ : ∃ g, g = 4 * r / ((r + 3) * (r ^ 2 + 6 * r + 1)) := ⟨_, rfl⟩
  have hp0 : 0 < p := by rw [hp]; positivity
  have hg0 : 0 < g := by rw [hg]; positivity
  -- completing the square in the three-spin correlation
  have key : ∀ m t, stabilityForm r m t = p * (((1 + r) * t + (1 - r) * m) ^ 2
      + (1 + 8 * r - r ^ 2) * (g * m ^ 2)) := by
    intro m t
    have hD : r ^ 2 + 6 * r + 1 ≠ 0 := by positivity
    have h1 : 1 + r ≠ 0 := by positivity
    have h3 : r + 3 ≠ 0 := by positivity
    rw [hp, hg]
    unfold stabilityForm bWeight
    field_simp
    all_goals ring
  constructor
  · intro h
    have h1 := h (1 + r) (r - 1) (Or.inl (by positivity))
    rw [key] at h1
    have h2 := pos_of_mul_pos_right h1 hp0.le
    have e : ((1 + r) * (r - 1) + (1 - r) * (1 + r)) ^ 2 = 0 := by ring
    rw [e, zero_add] at h2
    have h3 : 0 < 1 + 8 * r - r ^ 2 := pos_of_mul_pos_left h2 (by positivity)
    by_contra hc
    have hc' := not_lt.mp hc
    nlinarith [mul_nonneg (sub_nonneg.mpr hc') (by linarith : 0 ≤ r - 4 + √17)]
  · intro h m t hmt
    have hq : 0 < 1 + 8 * r - r ^ 2 := by
      nlinarith [mul_pos (sub_pos.mpr h) (by linarith : 0 < r - 4 + √17)]
    rw [key]
    apply mul_pos hp0
    by_cases hm : m = 0
    · have ht : t ≠ 0 := hmt.resolve_left (fun h => h hm)
      have e : ((1 + r) * t + (1 - r) * m) ^ 2 + (1 + 8 * r - r ^ 2) * (g * m ^ 2)
          = ((1 + r) * t) ^ 2 := by rw [hm]; ring
      rw [e]
      positivity
    · have h2 : 0 < (1 + 8 * r - r ^ 2) * (g * m ^ 2) := mul_pos hq (by positivity)
      linarith [sq_nonneg ((1 + r) * t + (1 - r) * m)]
```

## (i) The stability condition in temperature

Under the relation in (f), show that the curvature is positive for every $(m,t)\ne(0,0)$ if and only if $e^{2K}<(5+\sqrt{17})/4$.

**Solution.** Cross-multiplying $(3r+1)/(r+3)<(5+\sqrt{17})/4$ gives $(7-\sqrt{17})r<11+3\sqrt{17}$, which is $r<4+\sqrt{17}$. Then use (g) and (h).

This is local stability against the two-parameter perturbation with uniform magnetisation, not global minimality or the exact transition of the lattice model. It does not test alternating sublattice order, which matters for $J<0$. If spins label the species of a binary alloy, the threshold is the spinodal at equal composition within this nearest-neighbour square-lattice approximation.

```lean
/-- With `r > 0` and `exp(2J/kT) = (3r+1)/(r+3)`, the free-energy curvature at the disordered state
is positive in every direction `(m, t) ≠ 0` exactly when `exp(2J/kT) < (5 + √17)/4`. -/
theorem disordered_stable_iff {K r : ℝ} (hr : 0 < r)
    (hK : Real.exp (2 * K) = (3 * r + 1) / (r + 3)) :
    (∀ m t : ℝ, m ≠ 0 ∨ t ≠ 0 → 0 < curvature (disordered r) (oddDir m t)) ↔
      Real.exp (2 * K) < (5 + √17) / 4 := by
  have hs : √17 ^ 2 = (17 : ℝ) := Real.sq_sqrt (by norm_num)
  have hs7 : √(17 : ℝ) < 7 := by nlinarith [Real.sqrt_nonneg (17 : ℝ)]
  simp only [curvature_eq_stabilityForm hr]
  rw [stabilityForm_posDef_iff hr, hK, div_lt_div_iff₀ (by positivity) (by norm_num)]
  constructor
  · intro h
    nlinarith [mul_pos (sub_pos.mpr hs7) (sub_pos.mpr h)]
  · intro h
    by_contra hc
    nlinarith [mul_nonneg (sub_pos.mpr hs7).le (sub_nonneg.mpr (not_lt.mp hc))]
```

## (j) The Boltzmann factor at threshold

Show that
$$\frac{3(4+\sqrt{17})+1}{(4+\sqrt{17})+3}=\frac{5+\sqrt{17}}4 .$$

**Solution.** Both cross products equal $52+12\sqrt{17}$.

```lean
/-- At `r = 4 + √17` the Boltzmann factor `(3r+1)/(r+3)` equals `(5 + √17)/4`. -/
theorem threshold_boltzmann :
    (3 * (4 + √17) + 1) / ((4 + √17) + 3) = (5 + √17) / (4 : ℝ) := by
  have hs : √17 ^ 2 = (17 : ℝ) := Real.sq_sqrt (by norm_num)
  rw [div_eq_div_iff (by positivity) (by norm_num)]
  linear_combination -hs

end

end SquareClusterVariation
```
```lean
#print axioms SquareClusterVariation.disordered_stationary
#print axioms SquareClusterVariation.curvature_eq_stabilityForm
#print axioms SquareClusterVariation.disordered_stable_iff
#print axioms SquareClusterVariation.threshold_boltzmann
```

```
'SquareClusterVariation.disordered_stationary' depends on axioms: [propext, Classical.choice, Quot.sound]
'SquareClusterVariation.curvature_eq_stabilityForm' depends on axioms: [propext, Classical.choice, Quot.sound]
'SquareClusterVariation.disordered_stable_iff' depends on axioms: [propext, Classical.choice, Quot.sound]
'SquareClusterVariation.threshold_boltzmann' depends on axioms: [propext, Classical.choice, Quot.sound]
```

## The same argument with pairs alone

The pair approximation replaces the entropy terms in $F$ by $2\sum y\log y-3\sum x\log x$. Its disordered state has $y_{ii}=e^{2K}/[2(e^{2K}+1)]$, and the magnetic curvature is $(1/y_{ii}-3)m^2$. This is positive for $m\ne0$ exactly when $e^{2K}<2$. The pair calculation is an informal companion to the Lean theorems.
